# Ehrenfest dynamics with a differentiable Hermitian matrix Hamiltonian conserves the total energy

Take one nuclear coordinate \(q\) and one electronic level of energy \(V(q)\). With \(\hbar=1\), the amplitude obeys \(\psi'=-iV(q)\psi\), so only its phase changes and \(|\psi|^2=1\) is preserved. The nucleus feels the force \(-V'(q)\), and
\[
\frac{d}{dt}\Big(\tfrac12 M q'^2+V(q)\Big)=q'\,\big(Mq''+V'(q)\big)=0 .
\]
With several levels, \(V(q)\) becomes a Hermitian matrix \(H(q)\), the populations can change along the way, and the nucleus moves under the averaged force \(-\langle\psi,H'(q)\psi\rangle\). I have read that \(\tfrac12Mq'^2+\langle\psi,H(q)\psi\rangle\) is still constant. Can this be derived rigorously, for any number of levels and nuclear coordinates, and checked by machine?

## The electronic terms cancel and the mean-field force balances the rest

Yes. Let \(q_k\) be the nuclear coordinates, with velocities \(v_k=q_k'\), accelerations \(a_k=v_k'\) and masses \(M_k\). Write \(\partial_kH\) for the partial derivative of \(H\) along \(q_k\), and \(F_k=-\langle\psi,\partial_kH(q)\psi\rangle\) for the mean-field force. The inner product is conjugate-linear in its first argument.

First let \(A(t)\) be any differentiable Hermitian matrix and let \(\psi'=-iA\psi\). The product rule gives
\[
\frac{d}{dt}\langle\psi,A\psi\rangle
=\langle\psi',A\psi\rangle+\langle\psi,A'\psi\rangle+\langle\psi,A\psi'\rangle .
\]
The first term is \(i\langle A\psi,A\psi\rangle\). Since \(A\) is Hermitian, the last is \(\langle A\psi,\psi'\rangle=-i\langle A\psi,A\psi\rangle\). They cancel, which leaves \(\langle\psi,A'\psi\rangle\).

Now set \(A(t)=H(q(t))\). The chain rule gives \(A'=\sum_k v_k\,\partial_kH\), so the electronic energy changes at the rate \(-\sum_k v_kF_k\). The kinetic energy \(\sum_k M_kv_k^2/2\) changes at the rate \(\sum_k v_kM_ka_k\). For the total energy \(E\),
\[
\frac{dE}{dt}=\sum_k v_k\,(M_ka_k-F_k).
\]
This holds for any differentiable nuclear motion with differentiable velocity. If \(M_ka_k=F_k\), every term vanishes and \(E\) is constant.

The same balance gives two further results. With friction, \(M_ka_k=F_k-\gamma_kv_k\), the rate is \(-\sum_k\gamma_kv_k^2\). For a single coordinate, constant energy forces \(Ma=F\) whenever \(v\neq0\). At \(v=0\) it need not: a nucleus held fixed conserves the energy whatever the value of \(F\).

Hermiticity matters. Take two levels with the constant Hamiltonian \(H=\mathrm{diag}(\varepsilon-i\eta,\,0)\), where \(\varepsilon\) and \(\eta\) are real and nonzero, and start with population \(\tfrac12\) in each level. The force is zero and the nucleus moves uniformly, but the first population becomes \(\tfrac12e^{-2\eta t}\) while the second stays at \(\tfrac12\). The real part of \(\langle\psi,H\psi\rangle\) is then \(\tfrac12\varepsilon e^{-2\eta t}\), which is not constant. Dividing by \(\langle\psi,\psi\rangle\) does not help: the result is \(\varepsilon/(1+e^{2\eta t})\), which also changes with time.

## Paths, forces and energy as Lean objects

The finite types `n` and `κ` label electronic levels and nuclear coordinates. A configuration is a function `κ → ℝ`, and `H` assigns a complex matrix to each one. The hypothesis `hH` says that every such matrix is Hermitian, and `hd` that every entry is differentiable in the nuclear coordinates jointly.

- `expect A ψ` is the real part of \(\langle\psi,A\psi\rangle\).
- `gradH H q k` is \(\partial_kH(q)\), taken entry by entry.
- `force` and `totalEnergy` are \(F_k\) and \(E\).
- `MixedPath H q v a ψ` says that, at every real time, `v` is the derivative of `q`, `a` is the derivative of `v`, and \(\psi'=-iH(q)\psi\).

Newton's equation is not part of `MixedPath`; it enters as the hypothesis `newton`. The theorem `ehrenfest_energy_conserved` then says that `totalEnergy` has the same value at any two times `t₁` and `t₂`.

The state need not be normalised. For \(\langle\psi,\psi\rangle=1\), `expect` is the physical mean value; for any other nonzero \(\psi\) that mean is \(\langle\psi,A\psi\rangle/\langle\psi,\psi\rangle\), and the force and electronic energy used here both carry the extra factor \(\langle\psi,\psi\rangle\). The masses may be any real numbers, though physical ones are positive.

For a molecule, `H` must include the repulsion between the nuclei, as a multiple of the identity matrix; otherwise it is missing from both the force and the total energy. The hypothesis `hd` asks for differentiability at every configuration, so the bare Coulomb repulsion, which is singular where two nuclei coincide, falls outside the theorems as stated. The derivation by hand uses differentiability only at the configurations that the path visits, so it also covers this repulsion as long as no two nuclei meet.

The trajectory is assumed to exist for all times. The electronic basis is finite and does not move with the nuclei, and `H` depends on the configuration alone, not on \(\psi\), so self-consistent Hamiltonians such as those of time-dependent density functional theory are not covered. Time-stepping schemes are not covered either. For a simulation of this finite, fixed-basis model, a drift in total energy points to the numerical integration or the implementation, since the exact equations have none.

```lean
import Mathlib

open Matrix

namespace EhrenfestDynamics

noncomputable section

variable {n κ : Type*} [Fintype n] [Fintype κ] [DecidableEq κ]

/-- The real part of the expectation value `⟨ψ, A ψ⟩`. -/
def expect (A : Matrix n n ℂ) (ψ : n → ℂ) : ℝ := (star ψ ⬝ᵥ A *ᵥ ψ).re

/-- The partial derivative of the electronic Hamiltonian along the nuclear coordinate `k`,
taken entry by entry, for a Hamiltonian with differentiable entries. -/
def gradH (H : (κ → ℝ) → Matrix n n ℂ) (q : κ → ℝ) (k : κ) : Matrix n n ℂ :=
  Matrix.of fun i j => fderiv ℝ (fun x => H x i j) q (Pi.single k 1)

/-- The mean-field force on the nuclear coordinate `k`: minus the real part of `⟨ψ, ∂ₖH(q) ψ⟩`. -/
def force (H : (κ → ℝ) → Matrix n n ℂ) (q : κ → ℝ) (ψ : n → ℂ) (k : κ) : ℝ :=
  -expect (gradH H q k) ψ

/-- Kinetic energy of the nuclei plus the real part of `⟨ψ, H(q) ψ⟩`, where `H` is the electronic
Hamiltonian. -/
def totalEnergy (H : (κ → ℝ) → Matrix n n ℂ) (M q v : κ → ℝ) (ψ : n → ℂ) : ℝ :=
  ∑ k, M k * v k ^ 2 / 2 + expect (H q) ψ

/-- A nuclear path `q` with velocity `v` and acceleration `a`, along which the electronic
state obeys the Schrödinger equation `ψ' = -i H(q) ψ`. -/
structure MixedPath (H : (κ → ℝ) → Matrix n n ℂ) (q v a : ℝ → κ → ℝ)
    (ψ : ℝ → n → ℂ) : Prop where
  position : ∀ t, HasDerivAt q (v t) t
  velocity : ∀ t, HasDerivAt v (a t) t
  schrodinger : ∀ t, HasDerivAt ψ ((-Complex.I) • (H (q t) *ᵥ ψ t)) t

/-- A Hermitian matrix can be moved to the other side of the inner product. -/
theorem hermitian_move {A : Matrix n n ℂ} (hA : A.IsHermitian) (x y : n → ℂ) :
    star x ⬝ᵥ A *ᵥ y = star (A *ᵥ x) ⬝ᵥ y := by
  rw [Matrix.star_mulVec, hA.eq, Matrix.dotProduct_mulVec]

/-- The expectation value of a Hermitian matrix has no imaginary part. -/
theorem expectation_im_eq_zero {A : Matrix n n ℂ} (hA : A.IsHermitian) (ψ : n → ℂ) :
    (star ψ ⬝ᵥ A *ᵥ ψ).im = 0 := by
  have h : star ψ ⬝ᵥ A *ᵥ ψ = star (star ψ ⬝ᵥ A *ᵥ ψ) :=
    (hermitian_move hA ψ ψ).trans (Matrix.star_dotProduct _ _)
  exact Complex.conj_eq_iff_im.mp h.symm

omit [Fintype n] in
/-- The partial derivatives of a differentiable Hermitian matrix family are Hermitian. -/
theorem gradH_isHermitian {H : (κ → ℝ) → Matrix n n ℂ} (hH : ∀ x, (H x).IsHermitian)
    (hd : ∀ i j, Differentiable ℝ fun x => H x i j) (q : κ → ℝ) (k : κ) :
    (gradH H q k).IsHermitian := by
  refine Matrix.IsHermitian.ext fun i j => ?_
  have h := (hd j i q).hasFDerivAt.star
  have e : (fun x => H x i j) = fun x => star (H x j i) :=
    funext fun x => ((hH x).apply i j).symm
  change star (fderiv ℝ (fun x => H x j i) q (Pi.single k 1)) =
    fderiv ℝ (fun x => H x i j) q (Pi.single k 1)
  rw [e, h.fderiv]
  rfl

/-- If `ψ' = -i A(t) ψ` with `A(t)` Hermitian, the energy expectation value changes only
through the explicit change of `A`: its rate is `⟨ψ, A' ψ⟩`. -/
theorem hasDerivAt_expect {A : ℝ → Matrix n n ℂ} {A' : Matrix n n ℂ} {ψ : ℝ → n → ℂ} {t : ℝ}
    (hA : (A t).IsHermitian) (hA' : ∀ i j, HasDerivAt (fun s => A s i j) (A' i j) t)
    (hψ : HasDerivAt ψ ((-Complex.I) • (A t *ᵥ ψ t)) t) :
    HasDerivAt (fun s => expect (A s) (ψ s)) (expect A' (ψ t)) t := by
  have hc := hasDerivAt_pi.mp hψ
  set φ : n → ℂ := (-Complex.I) • (A t *ᵥ ψ t) with hφ
  -- product rule for `A ψ`
  have h1 : ∀ i, HasDerivAt (fun s => (A s *ᵥ ψ s) i) ((A' *ᵥ ψ t + A t *ᵥ φ) i) t := by
    intro i
    have h := HasDerivAt.fun_sum (u := Finset.univ)
      (fun j _ => (hA' i j).fun_mul (hc j))
    exact h.congr_deriv (by
      simp only [Pi.add_apply, Matrix.mulVec, dotProduct, Finset.sum_add_distrib])
  -- product rule for `⟨ψ, A ψ⟩`
  have h2 : HasDerivAt (fun s => star (ψ s) ⬝ᵥ A s *ᵥ ψ s)
      (star φ ⬝ᵥ A t *ᵥ ψ t + star (ψ t) ⬝ᵥ (A' *ᵥ ψ t + A t *ᵥ φ)) t := by
    have h := HasDerivAt.fun_sum (u := Finset.univ)
      (fun i _ => (hc i).star.fun_mul (h1 i))
    exact h.congr_deriv (by
      simp only [dotProduct, Pi.star_apply, Finset.sum_add_distrib])
  -- the two terms with `ψ'` cancel
  have h3 : star φ ⬝ᵥ A t *ᵥ ψ t + star (ψ t) ⬝ᵥ A t *ᵥ φ = 0 := by
    rw [hermitian_move hA (ψ t) φ, hφ, star_smul, smul_dotProduct, dotProduct_smul]
    simp
  have h4 := h2.congr_deriv (g' := star (ψ t) ⬝ᵥ A' *ᵥ ψ t) (by
    rw [dotProduct_add]
    linear_combination h3)
  exact Complex.reCLM.hasFDerivAt.comp_hasDerivAt t h4

omit [Fintype n] in
/-- Along a moving nuclear configuration, the Hamiltonian changes at the rate `∑ₖ vₖ ∂ₖH`. -/
theorem hasDerivAt_hamiltonian {H : (κ → ℝ) → Matrix n n ℂ}
    (hd : ∀ i j, Differentiable ℝ fun x => H x i j) {q : ℝ → κ → ℝ} {v : κ → ℝ} {t : ℝ}
    (hq : HasDerivAt q v t) (i j : n) :
    HasDerivAt (fun s => H (q s) i j) ((∑ k, v k • gradH H (q t) k) i j) t := by
  have h := (hd i j (q t)).hasFDerivAt.comp_hasDerivAt t hq
  refine h.congr_deriv ?_
  have hv : v = ∑ k, v k • (Pi.single k (1 : ℝ) : κ → ℝ) := by
    ext l
    simp [Finset.sum_apply, Pi.single_apply]
  conv_lhs => rw [hv]
  simp only [map_sum, map_smul, Matrix.sum_apply, Matrix.smul_apply, gradH, Matrix.of_apply]

/-- Energy balance for an arbitrary nuclear path: the total energy changes at the rate
`∑ₖ vₖ (Mₖ aₖ - Fₖ)`, where `F` is the mean-field force. -/
theorem energy_balance {H : (κ → ℝ) → Matrix n n ℂ} (hH : ∀ x, (H x).IsHermitian)
    (hd : ∀ i j, Differentiable ℝ fun x => H x i j) (M : κ → ℝ) {q v a : ℝ → κ → ℝ}
    {ψ : ℝ → n → ℂ} (p : MixedPath H q v a ψ) (t : ℝ) :
    HasDerivAt (fun s => totalEnergy H M (q s) (v s) (ψ s))
      (∑ k, v t k * (M k * a t k - force H (q t) (ψ t) k)) t := by
  have hkin : ∀ k, HasDerivAt (fun s => M k * v s k ^ 2 / 2) (v t k * (M k * a t k)) t := by
    intro k
    have hk := hasDerivAt_pi.mp (p.velocity t) k
    have e : (fun s => M k * v s k ^ 2 / 2) = fun s => M k / 2 * (v s k * v s k) := by
      funext s
      ring
    rw [e]
    exact ((hk.fun_mul hk).const_mul (M k / 2)).congr_deriv (by ring)
  have hel := hasDerivAt_expect (A := fun s => H (q s)) (hH (q t))
    (hasDerivAt_hamiltonian hd (p.position t)) (p.schrodinger t)
  -- the expectation value is linear in the matrix
  let L : Matrix n n ℂ →ₗ[ℝ] ℝ :=
    { toFun := fun A => expect A (ψ t)
      map_add' := fun A B => by simp [expect, Matrix.add_mulVec, dotProduct_add]
      map_smul' := fun c A => by simp [expect, Matrix.smul_mulVec, dotProduct_smul] }
  have hlin : expect (∑ k, v t k • gradH H (q t) k) (ψ t) =
      ∑ k, v t k * expect (gradH H (q t) k) (ψ t) :=
    (map_sum L _ _).trans (Finset.sum_congr rfl fun k _ => map_smul L _ _)
  have hsum := (HasDerivAt.fun_sum (u := Finset.univ) (fun k _ => hkin k)).fun_add hel
  refine hsum.congr_deriv ?_
  rw [hlin, ← Finset.sum_add_distrib]
  refine Finset.sum_congr rfl fun k _ => ?_
  rw [force]
  ring

/-- Ehrenfest molecular dynamics conserves energy: if the nuclei obey Newton's equation with
the mean-field force, the total energy is the same at all times. -/
theorem ehrenfest_energy_conserved {H : (κ → ℝ) → Matrix n n ℂ}
    (hH : ∀ x, (H x).IsHermitian) (hd : ∀ i j, Differentiable ℝ fun x => H x i j)
    (M : κ → ℝ) {q v a : ℝ → κ → ℝ} {ψ : ℝ → n → ℂ} (p : MixedPath H q v a ψ)
    (newton : ∀ t k, M k * a t k = force H (q t) (ψ t) k) (t₁ t₂ : ℝ) :
    totalEnergy H M (q t₁) (v t₁) (ψ t₁) = totalEnergy H M (q t₂) (v t₂) (ψ t₂) := by
  have h : ∀ t, HasDerivAt (fun s => totalEnergy H M (q s) (v s) (ψ s)) 0 t := fun t =>
    (energy_balance hH hd M p t).congr_deriv
      (Finset.sum_eq_zero fun k _ => by rw [newton t k, sub_self, mul_zero])
  exact is_const_of_deriv_eq_zero (fun t => (h t).differentiableAt) (fun t => (h t).deriv) t₁ t₂

/-- With an additional linear friction force `-γₖ vₖ` on the nuclei, the total energy changes
at the rate `-∑ₖ γₖ vₖ²`. -/
theorem friction_energy_rate {H : (κ → ℝ) → Matrix n n ℂ} (hH : ∀ x, (H x).IsHermitian)
    (hd : ∀ i j, Differentiable ℝ fun x => H x i j) (M γ : κ → ℝ) {q v a : ℝ → κ → ℝ}
    {ψ : ℝ → n → ℂ} (p : MixedPath H q v a ψ) (t : ℝ)
    (newton : ∀ k, M k * a t k = force H (q t) (ψ t) k - γ k * v t k) :
    HasDerivAt (fun s => totalEnergy H M (q s) (v s) (ψ s)) (-∑ k, γ k * v t k ^ 2) t := by
  refine (energy_balance hH hd M p t).congr_deriv ?_
  rw [← Finset.sum_neg_distrib]
  refine Finset.sum_congr rfl fun k _ => ?_
  rw [newton k]
  ring

/-- Converse for a single nuclear coordinate: if the total energy is constant, Newton's
equation with the mean-field force holds at every time at which the velocity is nonzero. -/
theorem force_of_energy_conserved {H : (Fin 1 → ℝ) → Matrix n n ℂ}
    (hH : ∀ x, (H x).IsHermitian) (hd : ∀ i j, Differentiable ℝ fun x => H x i j)
    (M : Fin 1 → ℝ) {q v a : ℝ → Fin 1 → ℝ} {ψ : ℝ → n → ℂ} (p : MixedPath H q v a ψ)
    (E : ℝ) (hE : ∀ s, totalEnergy H M (q s) (v s) (ψ s) = E) (t : ℝ) (hv : v t 0 ≠ 0) :
    M 0 * a t 0 = force H (q t) (ψ t) 0 := by
  have h := energy_balance hH hd M p t
  rw [funext hE] at h
  have h0 := h.unique (hasDerivAt_const t E)
  rw [Fin.sum_univ_one] at h0
  exact sub_eq_zero.mp ((mul_eq_zero.mp h0).resolve_left hv)

end

end EhrenfestDynamics
```

```lean
#print axioms EhrenfestDynamics.gradH_isHermitian
#print axioms EhrenfestDynamics.ehrenfest_energy_conserved
#print axioms EhrenfestDynamics.friction_energy_rate
#print axioms EhrenfestDynamics.force_of_energy_conserved
```

```
'EhrenfestDynamics.gradH_isHermitian' depends on axioms: [propext, Classical.choice, Quot.sound]
'EhrenfestDynamics.ehrenfest_energy_conserved' depends on axioms: [propext, Classical.choice, Quot.sound]
'EhrenfestDynamics.friction_energy_rate' depends on axioms: [propext, Classical.choice, Quot.sound]
'EhrenfestDynamics.force_of_energy_conserved' depends on axioms: [propext, Classical.choice, Quot.sound]
```

## How the cancellation and the energy balance are proved

`hermitian_move` is the identity \(\langle x,Ay\rangle=\langle Ax,y\rangle\). It also yields `expectation_im_eq_zero`: the number \(\langle\psi,A\psi\rangle\) equals its own conjugate, so taking the real part loses nothing. `gradH_isHermitian` differentiates \(H_{ij}=\overline{H_{ji}}\), which shows that the same is true of the forces.

`hasDerivAt_expect` carries out the first calculation. Steps `h1` and `h2` are the product rule for \(A\psi\) and for \(\langle\psi,A\psi\rangle\), written as finite sums over components. Step `h3` is the cancellation, with `φ` standing for \(\psi'\), and `h4` removes the cancelled terms. The last line passes to the real part, which is a continuous linear map.

`hasDerivAt_hamiltonian` is the chain rule. It expands the velocity in coordinate unit vectors and uses linearity of the derivative to obtain \(\sum_kv_k\,\partial_kH\).

In `energy_balance`, `hkin` differentiates each kinetic term and `hel` supplies the electronic rate. The linear map `L` allows the expectation value to be taken inside the sum over `k`, after which the two sums are combined term by term.

For `ehrenfest_energy_conserved`, substituting `newton` makes each term zero, and a function on the real line whose derivative vanishes everywhere is constant. `friction_energy_rate` substitutes the damped equation instead. In `force_of_energy_conserved`, the energy is a constant function, so uniqueness of the derivative gives \(v(Ma-F)=0\), and the nonzero velocity is cancelled.
